# Off-diagonal occupations make up the difference between the diagonal and the rotationally invariant +U correction

## Why does my +U energy change when I turn the orbitals?

Put one electron into an equal superposition of two orthonormal orbitals, (1/√2, 1/√2). Each orbital has occupation 1/2, and the diagonal Hubbard correction (U/2) Σ_m (n_mm − n_mm²) gives U/4. Now turn the orbitals by 45°, so that the first one is the superposition itself. The occupations become 1 and 0, and the correction is zero. The electron has not changed, only my description of it.

The rotationally invariant form (U/2) Tr(n − n²) gives zero both times. I believe that for any Hermitian occupation matrix n the two forms differ exactly by U/2 times the sum of the squared moduli of the off-diagonal elements, and that for one electron in (cos a, sin a) the diagonal form gives U sin²(2a)/4. Can this be made rigorous, with complex matrices and any finite number of orbitals, and checked by machine?

## The missing energy sits in the off-diagonal elements

Yes. In your example, the occupation matrix in the original orbitals has all four entries equal to 1/2. The diagonal form reads two of them and ignores the other two. Their squares add up to 1/2, and U/2 times this is the U/4 that you found.

### From the trace to the energy gap

Let n be a Hermitian matrix with entries n_mk, where m and k run over a finite set of orthonormal orbitals. Hermiticity means that n_km is the complex conjugate of n_mk, so the diagonal entries are real and

n_mk n_km = |n_mk|².

The diagonal entries of n² are therefore

(n²)_mm = Σ_k n_mk n_km = n_mm² + Σ_{k≠m} |n_mk|².

Summing over m and subtracting from Tr n gives

Tr(n − n²) = Σ_m (n_mm − n_mm²) − Σ_m Σ_{k≠m} |n_mk|².

Write E_diag(n) = (U/2) Σ_m (n_mm − n_mm²) and E_inv(n) = (U/2) Tr(n − n²), where the real number U stands for the effective on-site repulsion. Then

E_diag(n) − E_inv(n) = (U/2) Σ_m Σ_{k≠m} |n_mk|².

The double sum runs over ordered pairs, so each pair of orbitals counts twice. A sum of squares vanishes only if every term does. For U ≠ 0 the two corrections thus agree exactly when n is diagonal. With a single orbital there are no off-diagonal elements, and they always agree.

### The invariant form as a minimum over bases

Let the columns of a unitary matrix V be new orbitals. The occupation matrix becomes n′ = V†nV, and since VV† = 1,

n′ − n′² = V†nV − V†n(VV†)nV = V†(n − n²)V.

By cyclicity the trace of the right-hand side is Tr(n − n²), so E_inv(n′) = E_inv(n). Applying the gap formula to n′, which is again Hermitian, gives

E_diag(n′) = E_inv(n) + (U/2) Σ_m Σ_{k≠m} |n′_mk|².

For U ≥ 0, the usual case of a net repulsion, the last term is never negative. It is zero when the columns of V are eigenvectors of n. The invariant correction is therefore the least value that the diagonal correction takes over all orthonormal bases.

### One electron at angle a

The orbital (cos a, sin a) has the occupation matrix with diagonal entries cos²a and sin²a and both off-diagonal entries cos a sin a. Since 1 − cos²a = sin²a and the reverse,

Σ_m (n_mm − n_mm²) = 2 sin²a cos²a = sin²(2a)/2,

and multiplication by U/2 gives U sin²(2a)/4. In a basis turned by b, with orbitals (cos b, sin b) and (−sin b, cos b), the electron has the components

cos a cos b + sin a sin b = cos(a − b),

sin a cos b − cos a sin b = sin(a − b).

The diagonal correction becomes U sin²(2(a − b))/4. It vanishes at b = a and reaches U/4 when the basis is 45° away. The matrix of a single occupied orbital is a projector, n² = n, so the invariant correction is zero for every b.

### How the Lean statements express this

The orbitals are indexed by an arbitrary finite type `ι`, and the occupation matrix has type `Matrix ι ι ℂ`. The hypothesis `n.IsHermitian` holds for n_mk = Σ_i f_i ⟨m|ψ_i⟩⟨ψ_i|k⟩, built from states ψ_i with real occupation numbers f_i. Nothing requires the eigenvalues of n to lie between 0 and 1.

- `diagonalU U n` and `invariantU U n` are E_diag and E_inv. Energies are to be real numbers, so the definitions take real parts. For Hermitian n this discards nothing.
- `inBasis V n` is V†nV, and `V ∈ unitaryGroup ι ℂ` says that the columns of V are orthonormal.
- `Finset.univ.erase m` is the set of all orbitals other than m.
- `occupation_identity` is the trace identity, stated between complex numbers. `diagonalU_sub_invariantU` is the energy gap, and `diagonalU_eq_invariantU_iff` is the equality case for U ≠ 0.
- `invariantU_inBasis` gives the invariance under V, even for matrices that are not Hermitian.
- `invariantU_isLeast` says that for U ≥ 0 the invariant correction belongs to the set of diagonal corrections over all unitary V and is a lower bound of that set.
- `oneElectron_corrections` gives both corrections for every a and b. Your formula is the case b = 0.

The model is one scalar U acting on the orthonormal orbitals of one site and one spin channel, with n given. A collinear calculation adds up such terms over sites and spins. Separate Coulomb and exchange parameters, non-orthogonal projectors and the self-consistent response of n to the correction are not part of it.

```lean
import Mathlib

open Matrix

namespace HubbardBasisDependence

noncomputable section

variable {ι : Type*} [Fintype ι] [DecidableEq ι]

/-- The diagonal Hubbard correction `(U/2) ∑ (n_mm - n_mm²)`, built from the orbital
occupations alone. -/
def diagonalU (U : ℝ) (n : Matrix ι ι ℂ) : ℝ :=
  U / 2 * ∑ m, ((n m m).re - (n m m).re ^ 2)

/-- The rotationally invariant Hubbard correction `(U/2) Tr(n - n²)`. -/
def invariantU (U : ℝ) (n : Matrix ι ι ℂ) : ℝ :=
  U / 2 * (trace (n - n * n)).re

/-- The occupation matrix `n` expressed in the orbitals given by the columns of `V`. -/
def inBasis (V n : Matrix ι ι ℂ) : Matrix ι ι ℂ := Vᴴ * n * V

/-- For a Hermitian occupation matrix, `∑ (n_mm - n_mm²)` exceeds `Tr(n - n²)` by the sum of
the squared moduli of the off-diagonal elements. -/
theorem occupation_identity {n : Matrix ι ι ℂ} (hn : n.IsHermitian) :
    ∑ m, (n m m - n m m ^ 2) - trace (n - n * n)
      = ∑ m, ∑ k ∈ Finset.univ.erase m, ((‖n m k‖ ^ 2 : ℝ) : ℂ) := by
  -- Hermiticity turns the products in `n²` into squared moduli
  have h : ∀ m k, n m k * n k m = ((‖n m k‖ ^ 2 : ℝ) : ℂ) := by
    intro m k
    have h1 : n k m = star (n m k) := (hn.apply k m).symm
    rw [h1, Complex.star_def, Complex.mul_conj, Complex.normSq_eq_norm_sq]
  simp only [trace, diag_apply, Matrix.sub_apply, Matrix.mul_apply]
  rw [← Finset.sum_sub_distrib]
  refine Finset.sum_congr rfl fun m _ => ?_
  -- separate the diagonal term of the inner sum
  have e : n m m * n m m + ∑ k ∈ Finset.univ.erase m, n m k * n k m
      = ∑ k, n m k * n k m :=
    Finset.add_sum_erase Finset.univ (fun k => n m k * n k m) (Finset.mem_univ m)
  have s : ∑ k ∈ Finset.univ.erase m, n m k * n k m
      = ∑ k ∈ Finset.univ.erase m, ((‖n m k‖ ^ 2 : ℝ) : ℂ) :=
    Finset.sum_congr rfl fun k _ => h m k
  linear_combination s - e

/-- The diagonal and the invariant corrections differ by `U/2` times the sum of the squared
moduli of the off-diagonal occupations. -/
theorem diagonalU_sub_invariantU (U : ℝ) {n : Matrix ι ι ℂ} (hn : n.IsHermitian) :
    diagonalU U n - invariantU U n
      = U / 2 * ∑ m, ∑ k ∈ Finset.univ.erase m, ‖n m k‖ ^ 2 := by
  have him : ∀ m, (n m m).im = 0 := fun m => Complex.conj_eq_iff_im.mp (hn.apply m m)
  have h := congrArg Complex.re (occupation_identity hn)
  have d : (∑ m, (n m m - n m m ^ 2)).re = ∑ m, ((n m m).re - (n m m).re ^ 2) := by
    rw [Complex.re_sum]
    refine Finset.sum_congr rfl fun m _ => ?_
    simp [pow_two, him m]
  have r : (∑ m, ∑ k ∈ Finset.univ.erase m, ((‖n m k‖ ^ 2 : ℝ) : ℂ)).re
      = ∑ m, ∑ k ∈ Finset.univ.erase m, ‖n m k‖ ^ 2 := by
    simp only [Complex.re_sum, Complex.ofReal_re]
  rw [Complex.sub_re, d, r] at h
  unfold diagonalU invariantU
  linear_combination (U / 2) * h

/-- For nonzero `U` the two corrections agree exactly when the occupation matrix is diagonal
in the chosen orbitals. -/
theorem diagonalU_eq_invariantU_iff {U : ℝ} (hU : U ≠ 0) {n : Matrix ι ι ℂ}
    (hn : n.IsHermitian) :
    diagonalU U n = invariantU U n ↔ ∀ m k, k ≠ m → n m k = 0 := by
  rw [← sub_eq_zero, diagonalU_sub_invariantU U hn]
  constructor
  · intro h m k hk
    have h0 := (mul_eq_zero.mp h).resolve_left (div_ne_zero hU two_ne_zero)
    -- a vanishing sum of squares has vanishing terms
    have h1 := (Finset.sum_eq_zero_iff_of_nonneg
      (fun i _ => Finset.sum_nonneg fun j _ => sq_nonneg ‖n i j‖)).mp h0 m (Finset.mem_univ m)
    have h2 := (Finset.sum_eq_zero_iff_of_nonneg
      (fun j _ => sq_nonneg ‖n m j‖)).mp h1 k (Finset.mem_erase.mpr ⟨hk, Finset.mem_univ k⟩)
    exact norm_eq_zero.mp (pow_eq_zero_iff two_ne_zero |>.mp h2)
  · intro h
    rw [Finset.sum_eq_zero, mul_zero]
    intro m _
    refine Finset.sum_eq_zero fun k hk => ?_
    rw [h m k (Finset.ne_of_mem_erase hk), norm_zero, zero_pow two_ne_zero]

/-- The correction `(U/2) Tr(n - n²)` is the same in every orthonormal orbital basis. -/
theorem invariantU_inBasis (U : ℝ) (n : Matrix ι ι ℂ) {V : Matrix ι ι ℂ}
    (hV : V ∈ unitaryGroup ι ℂ) : invariantU U (inBasis V n) = invariantU U n := by
  have h : V * Vᴴ = 1 := mem_unitaryGroup_iff.mp hV
  have e : Vᴴ * n * V - Vᴴ * n * V * (Vᴴ * n * V) = Vᴴ * (n - n * n) * V := by
    calc Vᴴ * n * V - Vᴴ * n * V * (Vᴴ * n * V)
        = Vᴴ * n * V - Vᴴ * n * (V * Vᴴ) * n * V := by noncomm_ring
      _ = Vᴴ * (n - n * n) * V := by rw [h]; noncomm_ring
  unfold invariantU inBasis
  rw [e, trace_mul_cycle, h, one_mul]

/-- For `U ≥ 0` the invariant correction is the least value taken by the diagonal correction
over all orthonormal orbital bases. -/
theorem invariantU_isLeast {U : ℝ} (hU : 0 ≤ U) {n : Matrix ι ι ℂ} (hn : n.IsHermitian) :
    IsLeast {E : ℝ | ∃ V ∈ unitaryGroup ι ℂ, E = diagonalU U (inBasis V n)}
      (invariantU U n) := by
  have herm : ∀ V : Matrix ι ι ℂ, (inBasis V n).IsHermitian := fun V =>
    isHermitian_conjTranspose_mul_mul V hn
  constructor
  · -- the eigenbasis of `n` attains the bound
    obtain ⟨V, hV, d, hd⟩ : ∃ V ∈ unitaryGroup ι ℂ, ∃ d : ι → ℂ,
        n = V * diagonal d * Vᴴ := by
      refine ⟨hn.eigenvectorUnitary, hn.eigenvectorUnitary.2,
        RCLike.ofReal ∘ hn.eigenvalues, ?_⟩
      have h := hn.spectral_theorem
      rw [Unitary.conjStarAlgAut_apply] at h
      exact h
    have h' : Vᴴ * V = 1 := mem_unitaryGroup_iff'.mp hV
    have hD : inBasis V n = diagonal d := by
      unfold inBasis
      calc Vᴴ * n * V = Vᴴ * (V * diagonal d * Vᴴ) * V := by rw [← hd]
        _ = (Vᴴ * V) * diagonal d * (Vᴴ * V) := by simp only [Matrix.mul_assoc]
        _ = diagonal d := by rw [h', one_mul, mul_one]
    refine ⟨V, hV, ?_⟩
    have g := diagonalU_sub_invariantU U (herm V)
    have z : ∑ m, ∑ k ∈ Finset.univ.erase m, ‖inBasis V n m k‖ ^ 2 = 0 := by
      refine Finset.sum_eq_zero fun m _ => Finset.sum_eq_zero fun k hk => ?_
      rw [hD, diagonal_apply_ne d (Finset.ne_of_mem_erase hk).symm, norm_zero,
        zero_pow two_ne_zero]
    rw [z, invariantU_inBasis U n hV] at g
    linarith
  · -- in every orthonormal basis the off-diagonal elements add a non-negative energy
    rintro E ⟨V, hV, rfl⟩
    have g := diagonalU_sub_invariantU U (herm V)
    rw [invariantU_inBasis U n hV] at g
    have p : 0 ≤ U / 2 * ∑ m, ∑ k ∈ Finset.univ.erase m, ‖inBasis V n m k‖ ^ 2 := by
      positivity
    linarith

/-- The real two-component orbital `(cos a, sin a)`. -/
def orbital (a : ℝ) : Fin 2 → ℝ := ![Real.cos a, Real.sin a]

/-- The occupation matrix of one electron in the orbital `(cos a, sin a)`. -/
def oneElectron (a : ℝ) : Matrix (Fin 2) (Fin 2) ℂ :=
  Matrix.of fun i j => ((orbital a i * orbital a j : ℝ) : ℂ)

/-- The real rotation of the plane by the angle `b`. -/
def planeRotation (b : ℝ) : Matrix (Fin 2) (Fin 2) ℝ :=
  !![Real.cos b, -Real.sin b; Real.sin b, Real.cos b]

/-- The orbital basis turned by the angle `b`, as a complex matrix. -/
def rotatedBasis (b : ℝ) : Matrix (Fin 2) (Fin 2) ℂ :=
  Matrix.of fun i j => ((planeRotation b i j : ℝ) : ℂ)

/-- The turned orbitals are orthonormal, and in them the electron in the orbital at angle `a`
has the occupation matrix of angle `a - b`. -/
theorem oneElectron_inBasis (a b : ℝ) :
    rotatedBasis b ∈ unitaryGroup (Fin 2) ℂ ∧
      inBasis (rotatedBasis b) (oneElectron a) = oneElectron (a - b) := by
  constructor
  · rw [mem_unitaryGroup_iff]
    ext i j
    have key : (rotatedBasis b * star (rotatedBasis b)) i j
        = ((planeRotation b i 0 * planeRotation b j 0
          + planeRotation b i 1 * planeRotation b j 1 : ℝ) : ℂ) := by
      simp only [star_eq_conjTranspose, mul_apply, conjTranspose_apply, rotatedBasis, of_apply,
        Fin.sum_univ_two, Complex.star_def, Complex.conj_ofReal, Complex.ofReal_mul,
        Complex.ofReal_add]
    have r : planeRotation b i 0 * planeRotation b j 0
        + planeRotation b i 1 * planeRotation b j 1 = if i = j then 1 else 0 := by
      fin_cases i <;> fin_cases j <;> simp [planeRotation] <;>
        nlinarith [Real.sin_sq_add_cos_sq b]
    rw [key, r, one_apply]
    split_ifs <;> simp
  · ext i j
    simp only [inBasis, mul_apply, conjTranspose_apply, rotatedBasis, oneElectron, of_apply,
      Fin.sum_univ_two, Complex.star_def, Complex.conj_ofReal, ← Complex.ofReal_mul,
      ← Complex.ofReal_add]
    refine congrArg Complex.ofReal ?_
    fin_cases i <;> fin_cases j <;>
      simp [planeRotation, orbital, Real.cos_sub, Real.sin_sub] <;> ring

/-- For one electron in the orbital at angle `a`, described in orbitals turned by `b`, the
diagonal correction is `U sin²(2(a - b))/4`, while the invariant correction is zero. -/
theorem oneElectron_corrections (U a b : ℝ) :
    diagonalU U (inBasis (rotatedBasis b) (oneElectron a))
        = U * Real.sin (2 * (a - b)) ^ 2 / 4 ∧
      invariantU U (inBasis (rotatedBasis b) (oneElectron a)) = 0 := by
  rw [(oneElectron_inBasis a b).2]
  generalize a - b = t
  have h := Real.sin_sq_add_cos_sq t
  have h0 : orbital t 0 = Real.cos t := rfl
  have h1 : orbital t 1 = Real.sin t := rfl
  constructor
  · simp only [diagonalU, oneElectron, of_apply, Complex.ofReal_re, Fin.sum_univ_two, h0, h1]
    rw [Real.sin_two_mul]
    linear_combination (-(U / 2) * (Real.sin t ^ 2 + Real.cos t ^ 2)) * h
  · -- a single occupied orbital gives a projector
    have p : oneElectron t * oneElectron t = oneElectron t := by
      ext i j
      simp only [mul_apply, oneElectron, of_apply, Fin.sum_univ_two, ← Complex.ofReal_mul,
        ← Complex.ofReal_add]
      refine congrArg Complex.ofReal ?_
      rw [h0, h1]
      linear_combination (orbital t i * orbital t j) * h
    simp [invariantU, p]

end

end HubbardBasisDependence
```

```lean
#print axioms HubbardBasisDependence.diagonalU_sub_invariantU
#print axioms HubbardBasisDependence.diagonalU_eq_invariantU_iff
#print axioms HubbardBasisDependence.invariantU_isLeast
#print axioms HubbardBasisDependence.oneElectron_corrections
```

```
'HubbardBasisDependence.diagonalU_sub_invariantU' depends on axioms: [propext, Classical.choice, Quot.sound]
'HubbardBasisDependence.diagonalU_eq_invariantU_iff' depends on axioms: [propext, Classical.choice, Quot.sound]
'HubbardBasisDependence.invariantU_isLeast' depends on axioms: [propext, Classical.choice, Quot.sound]
'HubbardBasisDependence.oneElectron_corrections' depends on axioms: [propext, Classical.choice, Quot.sound]
```

### How the proofs follow the algebra

In `occupation_identity`, the step `h` turns n_mk n_km into |n_mk|² by Hermiticity. After the sums over m have been combined, the claim is proved for each m separately: `e` splits the term k = m off the inner sum, `s` rewrites the remaining terms with `h`, and `linear_combination` puts the two together.

`diagonalU_sub_invariantU` takes the real part of this identity and multiplies by U/2. It needs the diagonal entries to have zero imaginary part, since only then is the real part of n_mm² the square of the real part of n_mm. That is the content of `him`.

For the equality case, `diagonalU_eq_invariantU_iff` sets the gap to zero and divides out U/2. The lemma `Finset.sum_eq_zero_iff_of_nonneg` is then used twice, first for the sum over m and then for the sum over k, until a single |n_mk|² is left. The converse puts zeros into the sum.

In `invariantU_inBasis`, the square of V†nV contains VV† between the two factors of n. As in the derivation, this is replaced by 1, and the cyclicity lemma `trace_mul_cycle` then removes the outer V† and V.

The proof of `invariantU_isLeast` has two halves. The first takes V from the spectral theorem in the form n = V D V† with D diagonal, computes V†nV = D, and finds that the gap vanishes. The second takes an arbitrary unitary V and uses the non-negative gap, which `positivity` confirms from U ≥ 0.

For one electron, `oneElectron_inBasis` checks that the turned orbitals are orthonormal and that the occupation matrix at angle a becomes the one at angle a − b. It does so entry by entry, with sin²b + cos²b = 1 for the first claim and the subtraction formulas for sine and cosine for the second. `oneElectron_corrections` then writes t for a − b. The diagonal part follows from the double-angle formula and sin²t + cos²t = 1, and the invariant part from the projector property `p`.

### In a DFT+U calculation

A DFT+U code obtains n by projecting the occupied Kohn–Sham states onto localised orbitals. For Hermitian n, Tr n² is the sum of |n_mk|² over all entries, so the invariant energy needs no matrix product, only the whole matrix. A routine that reads the diagonal alone misses the off-diagonal terms, and its energy differs from the invariant one by exactly the gap derived above.

This suggests a simple test: take a converged n, transform it with a random unitary V, and evaluate the energy again. The invariant form must return the same number up to rounding, whereas the diagonal form will in general change. For a fixed n, orthonormal orbitals and a single U, the gap therefore tells you how far the diagonal +U energy lies from its value in an eigenbasis of n. Turning the local axes of a d shell is one way to change the basis, but the eigenvectors of n need not be the standard d orbitals along any set of axes, so part of the gap can remain however the axes are chosen.
